# Crank–Nicolson dispersion for H² = E²·1: the phase per step is 2 arctan(hE/2), below hE when E, h > 0

## The step, its phase and the Dirac Hamiltonian

Units are ħ = c = 1. The state ψ is a complex column vector, H is a constant complex square matrix, 1 is the identity matrix, and the equation of motion is i dψ/dτ = Hψ with time τ. In Lean, H has type `Matrix n n ℂ` for an arbitrary finite index type `n`, so the size is finite but otherwise free. `I` is the imaginary unit, and `•` multiplies a matrix by a complex number.

```lean
import Mathlib

open Complex (I)

namespace CrankNicolsonDirac

noncomputable section

variable {n : Type*} [Fintype n] [DecidableEq n]
```

The Crank–Nicolson scheme with real time step h replaces the derivative by a difference and Hψ by its average over the two ends of the step. With ψₖ the state after k steps,

(ψₖ₊₁ − ψₖ)/h = −iH(ψₖ₊₁ + ψₖ)/2,

and collecting terms gives Pψₖ₊₁ = Mψₖ with

P = 1 + ihH/2,   M = 1 − ihH/2.

The implicit factor P is `cnPlus H h`.

```lean
/-- The implicit factor `1 + i h H / 2` of the Crank-Nicolson scheme. -/
def cnPlus (H : Matrix n n ℂ) (h : ℝ) : Matrix n n ℂ := 1 + (I * h / 2) • H
```

The explicit factor M is `cnMinus H h`.

```lean
/-- The explicit factor `1 - i h H / 2` of the Crank-Nicolson scheme. -/
def cnMinus (H : Matrix n n ℂ) (h : ℝ) : Matrix n n ℂ := 1 - (I * h / 2) • H
```

The step matrix `cnStep H h` is

U = M P⁻¹.

Solving the scheme for ψₖ₊₁ produces the order P⁻¹M, which is the same matrix because P and M commute. Mathlib sets the inverse of a singular matrix to zero, so invertibility of P is stated as a separate claim, `IsUnit (cnPlus H h)`.

```lean
/-- The Crank-Nicolson step `(1 - i h H / 2) (1 + i h H / 2)⁻¹`. -/
def cnStep (H : Matrix n n ℂ) (h : ℝ) : Matrix n n ℂ := cnMinus H h * (cnPlus H h)⁻¹
```

For a real energy E, put t = hE/2. The phase per step, `cnPhase E h`, is

a = 2 arctan t.

```lean
/-- The Crank-Nicolson phase per step, `2 arctan (h E / 2)`. -/
def cnPhase (E h : ℝ) : ℝ := 2 * Real.arctan (h * E / 2)
```

For any real angle θ, `rot H E` applied to θ is the matrix

R(θ) = cos θ · 1 − i sin θ · H/E.

For E ≠ 0, on an eigenvector of H with eigenvalue +E it acts as exp(−iθ), and on one with eigenvalue −E as exp(+iθ).

```lean
/-- The matrix `cos a · 1 - i sin a · H / E`. -/
def rot (H : Matrix n n ℂ) (E a : ℝ) : Matrix n n ℂ :=
  (Real.cos a : ℂ) • (1 : Matrix n n ℂ) - (I * (Real.sin a : ℂ) / E) • H
```

The physical example is a free spin-½ particle of mass m in a plane-wave mode of momentum p = (px, py, pz). Its Hamiltonian is α·p + βm in the standard representation: β = diag(1, 1, −1, −1), and α·p has the 2×2 matrix σ·p, built from the Pauli matrices σ, in both off-diagonal blocks, where σ·p has rows (pz, px − i py) and (px + i py, −pz). The momentum components are real parameters, not operators.

```lean
/-- The free Dirac Hamiltonian `α · p + β m` in the standard representation. -/
def dirac (m px py pz : ℝ) : Matrix (Fin 4) (Fin 4) ℂ :=
  !![(m : ℂ), 0, pz, px - I * py;
     0, m, px + I * py, -pz;
     pz, px - I * py, -m, 0;
     px + I * py, -pz, 0, -m]
```

The energy of the mode is E = √(m² + p²), with p² = px² + py² + pz².

```lean
/-- The relativistic energy `√(m² + p²)`. -/
def diracEnergy (m px py pz : ℝ) : ℝ := Real.sqrt (m ^ 2 + px ^ 2 + py ^ 2 + pz ^ 2)
```

## Products of combinations of 1 and H

The only property of H used below is

H² = E²·1,

written `H * H = ((E : ℂ) ^ 2) • (1 : Matrix n n ℂ)`. It says that a single energy scale is present: every eigenvalue is +E or −E, as for the positive- and negative-energy branches of one free momentum mode. H is not assumed Hermitian; the 2×2 matrix with rows (E, w) and (0, −E) qualifies for any complex w.

If H² = e·1 for a complex number e, then for complex coefficients c₀, c₁, d₀, d₁

(c₀1 − c₁H)(d₀1 − d₁H) = c₀d₀1 − c₀d₁H − c₁d₀H + c₁d₁H²
= (c₀d₀ + c₁d₁e)1 − (c₀d₁ + c₁d₀)H.

In `lin_mul` the coefficients are `a b c d` in this order. The `simp only` call expands the product and substitutes H², and `module` collects the coefficients of 1 and H.

```lean
/-- Product rule for combinations of `1` and `H` when `H² = e · 1`. -/
theorem lin_mul {H : Matrix n n ℂ} {e : ℂ} (hH : H * H = e • (1 : Matrix n n ℂ))
    (a b c d : ℂ) :
    (a • (1 : Matrix n n ℂ) - b • H) * (c • (1 : Matrix n n ℂ) - d • H)
      = (a * c + b * d * e) • (1 : Matrix n n ℂ) - (a * d + b * c) • H := by
  simp only [sub_mul, mul_sub, smul_mul_assoc, mul_smul_comm, one_mul, mul_one, hH]
  module
```

## Inverse of the implicit factor

Take c₀ = d₀ = 1, c₁ = −ih/2, d₁ = ih/2, e = E². The coefficient of H is ih/2 − ih/2 = 0, and that of 1 is 1 − i²h²E²/4, so

P M = (1 + t²)·1.

Since t is real, 1 + t² ≠ 0, and M/(1 + t²) is a right inverse of P. A right inverse of a finite square matrix is also a left inverse, hence

P⁻¹ = M/(1 + t²).

In `cnPlus_inv`, `hp` and `hm` put P and M in the shape of the product rule, `prod` is the product, with i² = −1 entering as `Complex.I_sq`, and `key` divides by 1 + t². The passage from right to left inverse is `mul_eq_one_comm`. The statement holds for all real h and E, zero and negative values included.

```lean
/-- If `H² = E² · 1`, then `1 + i h H / 2` is invertible with inverse
`(1 - i h H / 2) / (1 + (h E / 2)²)`. -/
theorem cnPlus_inv {H : Matrix n n ℂ} {E : ℝ}
    (hH : H * H = ((E : ℂ) ^ 2) • (1 : Matrix n n ℂ)) (h : ℝ) :
    IsUnit (cnPlus H h) ∧
      (cnPlus H h)⁻¹ = (1 + ((h : ℂ) * E / 2) ^ 2)⁻¹ • cnMinus H h := by
  have hp : cnPlus H h = (1 : ℂ) • (1 : Matrix n n ℂ) - (-(I * h / 2)) • H := by
    simp [cnPlus]
  have hm : cnMinus H h = (1 : ℂ) • (1 : Matrix n n ℂ) - (I * h / 2) • H := by
    simp [cnMinus]
  have hD : (1 + ((h : ℂ) * E / 2) ^ 2) ≠ 0 := by
    have : (1 + (h * E / 2) ^ 2 : ℝ) ≠ 0 := by positivity
    exact_mod_cast this
  -- the product of the two factors is a nonzero multiple of the identity
  have prod : cnPlus H h * cnMinus H h
      = (1 + ((h : ℂ) * E / 2) ^ 2) • (1 : Matrix n n ℂ) := by
    rw [hp, hm, lin_mul hH]
    match_scalars
    all_goals first
      | ring1
      | linear_combination (-((h : ℂ) * E / 2) ^ 2) * Complex.I_sq
  have key : cnPlus H h * ((1 + ((h : ℂ) * E / 2) ^ 2)⁻¹ • cnMinus H h) = 1 := by
    rw [mul_smul_comm, prod, smul_smul, inv_mul_cancel₀ hD, one_smul]
  exact ⟨⟨⟨_, _, key, mul_eq_one_comm.1 key⟩, rfl⟩, Matrix.inv_eq_right_inv key⟩
```

## Cosine and sine of the phase

Let x = arctan t, so that a = 2x, cos x = 1/√(1 + t²) and sin x = t/√(1 + t²). The double-angle formulas give

cos a = 2cos²x − 1 = (1 − t²)/(1 + t²),

sin a = 2 sin x cos x = 2t/(1 + t²).

`cnPhase_trig` renames hE/2 as `t` and treats the two lines in turn; `hs` removes the product of the two square roots in the second.

```lean
/-- With `t = h E / 2` the phase per step has cosine `(1 - t²) / (1 + t²)` and
sine `2 t / (1 + t²)`. -/
theorem cnPhase_trig (E h : ℝ) :
    Real.cos (cnPhase E h) = (1 - (h * E / 2) ^ 2) / (1 + (h * E / 2) ^ 2) ∧
      Real.sin (cnPhase E h) = 2 * (h * E / 2) / (1 + (h * E / 2) ^ 2) := by
  unfold cnPhase
  generalize h * E / 2 = t
  have hD : (1 + t ^ 2) ≠ 0 := by positivity
  have hs : Real.sqrt (1 + t ^ 2) * Real.sqrt (1 + t ^ 2) = 1 + t ^ 2 :=
    Real.mul_self_sqrt (by positivity)
  constructor
  · rw [Real.cos_two_mul, Real.cos_sq_arctan]
    field_simp
    ring
  · rw [Real.sin_two_mul, Real.sin_arctan, Real.cos_arctan, mul_assoc, div_mul_div_comm, hs]
    ring
```

## The phase lies below hE and below π

For E > 0 and h > 0 one has t > 0, so 0 < x < π/2 because arctan is strictly increasing, vanishes at 0 and is bounded by π/2. On that interval x < tan x = t. Doubling gives

0 < a < hE,   a < π.

In `cnPhase_bounds`, `h0` and `h1` are the two ends of the interval, `h2` is `Real.lt_tan` rewritten with `Real.tan_arctan`, and `linarith` does the doubling.

```lean
/-- For positive energy and step the phase per step is positive, below `h E`
and below `π`. -/
theorem cnPhase_bounds {E h : ℝ} (hE : 0 < E) (hh : 0 < h) :
    0 < cnPhase E h ∧ cnPhase E h < h * E ∧ cnPhase E h < Real.pi := by
  have ht : 0 < h * E / 2 := by positivity
  have h0 : 0 < Real.arctan (h * E / 2) := by
    have := Real.arctan_strictMono ht
    rwa [Real.arctan_zero] at this
  have h1 := Real.arctan_lt_pi_div_two (h * E / 2)
  -- `x < tan x` at `x = arctan (h E / 2)`
  have h2 := Real.lt_tan h0 h1
  rw [Real.tan_arctan] at h2
  unfold cnPhase
  refine ⟨?_, ?_, ?_⟩ <;> linarith
```

## The step equals R(a)

From the formulas for cos a and sin a,

cos a + t sin a = (1 − t² + 2t²)/(1 + t²) = 1,

t(1 + cos a) = 2t/(1 + t²) = sin a.

Now compute R(a)P with c₀ = cos a, c₁ = i sin a/E, d₀ = 1, d₁ = −ih/2. The coefficient of 1 is

cos a + (i sin a/E)(−ih/2)E² = cos a + t sin a = 1,

and the coefficient of −H is

−(ih/2)cos a + i sin a/E = (i/E)(sin a − t cos a) = it/E = ih/2.

Therefore R(a)P = M, and multiplying on the right by P⁻¹ gives

U = R(a).

In `cnStep_eq_rot` the two identities are `h1` and `h2`, carried into ℂ as `h1c` and `h2c`. Inside `key`, `congrArg₂` splits the matrix equation into the two coefficient equations, and each `linear_combination` repeats one of the computations above. The last line cancels P P⁻¹ by `Matrix.mul_nonsing_inv`. The hypotheses are E ≠ 0, because R divides by E, and nothing on h.

```lean
/-- If `H² = E² · 1` with `E ≠ 0`, then for every real step the Crank-Nicolson step
equals `cos a · 1 - i sin a · H / E` with `a = 2 arctan (h E / 2)`. -/
theorem cnStep_eq_rot {H : Matrix n n ℂ} {E : ℝ}
    (hH : H * H = ((E : ℂ) ^ 2) • (1 : Matrix n n ℂ)) (hE : E ≠ 0) (h : ℝ) :
    cnStep H h = rot H E (cnPhase E h) := by
  have hp : cnPlus H h = (1 : ℂ) • (1 : Matrix n n ℂ) - (-(I * h / 2)) • H := by
    simp [cnPlus]
  have hm : cnMinus H h = (1 : ℂ) • (1 : Matrix n n ℂ) - (I * h / 2) • H := by
    simp [cnMinus]
  have hE' : (E : ℂ) * (E : ℂ)⁻¹ = 1 := mul_inv_cancel₀ (by exact_mod_cast hE)
  obtain ⟨hc, hs⟩ := cnPhase_trig E h
  generalize cnPhase E h = a at hc hs ⊢
  -- half-angle identities with `tan (a / 2) = h E / 2`
  have h1 : Real.cos a + Real.sin a * (h * E / 2) = 1 := by
    rw [hc, hs]
    generalize h * E / 2 = t
    have hD : (1 + t ^ 2) ≠ 0 := by positivity
    field_simp
    ring
  have h2 : Real.sin a = (h * E / 2) * (1 + Real.cos a) := by
    rw [hc, hs]
    generalize h * E / 2 = t
    have hD : (1 + t ^ 2) ≠ 0 := by positivity
    field_simp
    ring
  have h1c : (Real.cos a : ℂ) + (Real.sin a : ℂ) * ((h : ℂ) * E / 2) = 1 := by
    exact_mod_cast h1
  have h2c : (Real.sin a : ℂ) = ((h : ℂ) * E / 2) * (1 + (Real.cos a : ℂ)) := by
    exact_mod_cast h2
  -- `rot` carries the implicit factor into the explicit one
  have key : rot H E a * cnPlus H h = cnMinus H h := by
    rw [hp, hm, rot, lin_mul hH]
    refine congrArg₂ (fun x y : ℂ => x • (1 : Matrix n n ℂ) - y • H) ?_ ?_
    · linear_combination h1c
        - ((Real.sin a : ℂ) * h * E / 2) * ((E : ℂ) * (E : ℂ)⁻¹) * Complex.I_sq
        + ((Real.sin a : ℂ) * h * E / 2) * hE'
    · linear_combination (I * (E : ℂ)⁻¹) * h2c + (I * h / 2 * (1 + (Real.cos a : ℂ))) * hE'
  have hu := (Matrix.isUnit_iff_isUnit_det _).1 (cnPlus_inv hH h).1
  rw [cnStep, ← key, mul_assoc, Matrix.mul_nonsing_inv _ hu, mul_one]
```

## The dispersion theorem

`crankNicolson_dispersion` reads: for a complex square matrix H of any finite size with H² = E²·1, and real E > 0, h > 0, the matrix P is invertible, U = cos a · 1 − i sin a · H/E with a = 2 arctan(hE/2), and 0 < a < hE. Positivity of E and h serves the inequalities, and the equality uses it only as E ≠ 0. The proof assembles the earlier results. Unitarity of U is not among the conclusions, and for a non-Hermitian H it can fail.

```lean
/-- If `H² = E² · 1` with `E > 0` and `h > 0`, then `1 + i h H / 2` is invertible and the
step equals `cos a · 1 - i sin a · H / E` with `a = 2 arctan (h E / 2)`, `0 < a < h E`. -/
theorem crankNicolson_dispersion {H : Matrix n n ℂ} {E h : ℝ}
    (hH : H * H = ((E : ℂ) ^ 2) • (1 : Matrix n n ℂ)) (hE : 0 < E) (hh : 0 < h) :
    IsUnit (cnPlus H h) ∧ cnStep H h = rot H E (cnPhase E h) ∧
      0 < cnPhase E h ∧ cnPhase E h < h * E :=
  ⟨(cnPlus_inv hH h).1, cnStep_eq_rot hH hE.ne' h,
    (cnPhase_bounds hE hh).1, (cnPhase_bounds hE hh).2.1⟩
```

The meaning of the bound comes from the exact evolution. Since even powers of H are multiples of 1 and odd powers are multiples of H, the exponential series sums to

exp(−ihH) = cos(hE)·1 − i sin(hE)·H/E = R(hE).

The scheme thus has the form of the exact propagator with the angle hE replaced by a and the matrix H/E unchanged: the frequency E becomes a/h < E. This series argument, like the worked numbers and the implicit Euler formula further down, lives in the prose alone, and no theorem here states it.

## Angles add, and k steps give R(ka)

For angles θ and φ the product rule with c₁ = i sin θ/E and d₁ = i sin φ/E yields the coefficients

cos θ cos φ + i² sin θ sin φ = cos(θ + φ),

(i/E)(cos θ sin φ + sin θ cos φ) = (i/E) sin(θ + φ),

so R(θ)R(φ) = R(θ + φ) for E ≠ 0. In `rot_add` the angles are `a` and `b`, and the two goals are closed after `Real.cos_add` and `Real.sin_add`.

```lean
/-- If `H² = E² · 1` with `E ≠ 0`, the angles of `cos a · 1 - i sin a · H / E` add
under multiplication. -/
theorem rot_add {H : Matrix n n ℂ} {E : ℝ}
    (hH : H * H = ((E : ℂ) ^ 2) • (1 : Matrix n n ℂ)) (hE : E ≠ 0) (a b : ℝ) :
    rot H E a * rot H E b = rot H E (a + b) := by
  have hE' : (E : ℂ) * (E : ℂ)⁻¹ = 1 := mul_inv_cancel₀ (by exact_mod_cast hE)
  unfold rot
  rw [lin_mul hH]
  refine congrArg₂ (fun x y : ℂ => x • (1 : Matrix n n ℂ) - y • H) ?_ ?_
  · rw [Real.cos_add]
    push_cast
    linear_combination
      (Complex.sin a * Complex.sin b * (E : ℂ) ^ 2 * (E : ℂ)⁻¹ ^ 2) * Complex.I_sq
        - Complex.sin a * Complex.sin b * ((E : ℂ) * (E : ℂ)⁻¹ + 1) * hE'
  · rw [Real.sin_add]
    push_cast
    ring
```

Induction on the natural number k starts from U⁰ = 1 = R(0) and proceeds by R(ka)R(a) = R((k + 1)a), so

Uᵏ = R(ka)

for every real h and E ≠ 0. This is `cnStep_pow`.

```lean
/-- If `H² = E² · 1` with `E ≠ 0`, then `k` steps give
`cos (k a) · 1 - i sin (k a) · H / E` with `a = 2 arctan (h E / 2)`. -/
theorem cnStep_pow {H : Matrix n n ℂ} {E : ℝ}
    (hH : H * H = ((E : ℂ) ^ 2) • (1 : Matrix n n ℂ)) (hE : E ≠ 0) (h : ℝ) (k : ℕ) :
    cnStep H h ^ k = rot H E (k * cnPhase E h) := by
  rw [cnStep_eq_rot hH hE h]
  induction k with
  | zero => simp [rot]
  | succ k ih =>
    rw [pow_succ, ih, rot_add hH hE]
    congr 1
    push_cast
    ring
```

## The free Dirac mode

For H = α·p + βm the blocks of H² are m²·1 + (σ·p)² on the diagonal and m σ·p − m σ·p = 0 off it. With (σ·p)² = p²·1,

H² = (m² + p²)·1 = E²·1.

`dirac_witness` derives this instead of assuming it. It squares the root in `hr`, then checks the sixteen entries one at a time after `fin_cases`; i² = −1 is needed on the diagonal, where (px − i py)(px + i py) = px² + py². The hypothesis m > 0 describes a massive particle and makes E positive at every momentum, including p = 0. The massless case is not part of this statement.

```lean
/-- For positive mass the energy `E = √(m² + p²)` is positive and the free Dirac
Hamiltonian squares to `E² · 1`. -/
theorem dirac_witness {m : ℝ} (hm : 0 < m) (px py pz : ℝ) :
    0 < diracEnergy m px py pz ∧
      dirac m px py pz * dirac m px py pz
        = ((diracEnergy m px py pz : ℂ) ^ 2) • (1 : Matrix (Fin 4) (Fin 4) ℂ) := by
  have hr : diracEnergy m px py pz ^ 2 = m ^ 2 + px ^ 2 + py ^ 2 + pz ^ 2 := by
    unfold diracEnergy
    exact Real.sq_sqrt (by positivity)
  have hc : (diracEnergy m px py pz : ℂ) ^ 2
      = (m : ℂ) ^ 2 + (px : ℂ) ^ 2 + (py : ℂ) ^ 2 + (pz : ℂ) ^ 2 := by
    exact_mod_cast hr
  refine ⟨by unfold diracEnergy; exact Real.sqrt_pos.2 (by positivity), ?_⟩
  rw [hc]
  ext i j
  fin_cases i <;> fin_cases j <;>
    simp [dirac, Matrix.mul_apply, Fin.sum_univ_four]
  all_goals first
    | ring1
    | linear_combination (-(py : ℂ) ^ 2) * Complex.I_sq
```

`dirac_steps` specialises the power formula: for m > 0, h > 0, any real px, py, pz and any k, the k-step matrix is R(ka) with E = √(m² + p²), and a < hE. The inequality concerns one step; for k ≥ 1 it multiplies to ka < khE. The model is one free momentum mode with time discretised and space not, so errors of spatial discretisation, potentials and time-dependent fields are not covered. Within that restriction, a Crank–Nicolson simulation advances the phases of both energy branches more slowly than the exact equation does, and by less than π per step however large hE is.

```lean
/-- For the free Dirac Hamiltonian with `m > 0` and `h > 0`, `k` steps give
`cos (k a) · 1 - i sin (k a) · H / E` with `E = √(m² + p²)`, `a = 2 arctan (h E / 2) < h E`. -/
theorem dirac_steps {m h : ℝ} (hm : 0 < m) (hh : 0 < h) (px py pz : ℝ) (k : ℕ) :
    cnStep (dirac m px py pz) h ^ k
        = rot (dirac m px py pz) (diracEnergy m px py pz)
            (k * cnPhase (diracEnergy m px py pz) h) ∧
      cnPhase (diracEnergy m px py pz) h < h * diracEnergy m px py pz := by
  obtain ⟨hE, hH⟩ := dirac_witness hm px py pz
  exact ⟨cnStep_pow hH hE.ne' h k, (cnPhase_bounds hE hh).2.1⟩

end

end CrankNicolsonDirac
```

```lean
#print axioms CrankNicolsonDirac.crankNicolson_dispersion
#print axioms CrankNicolsonDirac.dirac_steps
```

```
'CrankNicolsonDirac.crankNicolson_dispersion' depends on axioms: [propext, Classical.choice, Quot.sound]
'CrankNicolsonDirac.dirac_steps' depends on axioms: [propext, Classical.choice, Quot.sound]
```

## One step with m = 3, p = (0, 0, 4), h = 1/5

Here E = 5, hE = 1 and t = 1/2, so

cos a = (3/4)/(5/4) = 3/5,   sin a = 1/(5/4) = 4/5,

U = (3/5)·1 − (4i/25)H.

The two identities read 3/5 + (1/2)(4/5) = 1 and (1/2)(1 + 3/5) = 4/5. The rows of H are (3, 0, 4, 0), (0, 3, 0, −4), (4, 0, −3, 0), (0, −4, 0, −3). The unit vector (2, 0, 1, 0)/√5 has eigenvalue +5 and is multiplied by (3 − 4i)/5 in each step; the unit vector (1, 0, −2, 0)/√5 has eigenvalue −5 and is multiplied by (3 + 4i)/5. The phase is a = 2 arctan(1/2) ≈ 0.927 against hE = 1, a lag of about 0.073 radian per step. Two steps give (3 − 4i)²/25 = (−7 − 24i)/25, in agreement with cos 2a = −7/25 and sin 2a = 24/25.

## The implicit Euler step

The implicit Euler scheme advances by (1 + ihH)⁻¹, which is the inverse of the implicit factor taken at step 2h. With s = hE and b = arctan s, one has cos²b = 1/(1 + s²) and sin b cos b = s/(1 + s²), so for H² = E²·1 and E ≠ 0

(1 + ihH)⁻¹ = (1 − ihH)/(1 + s²) = cos b · R(b).

The same matrix R appears, with angle b < hE when hE > 0, but multiplied by cos b = 1/√(1 + s²), which for h ≠ 0 damps both energy branches in every step. In the Crank–Nicolson step the prefactor of R is exactly 1.
